# Same-spin Hartree minus exchange energy for a two-parameter orbital interaction: (U′ − J)/2 · (N² − Tr n²)

The theorem `sameSpinEnergy_eq` concerns electrons of one spin in a finite set of orbitals, with a interaction made of inter-orbital repulsion U′ and one constant J for both exchange and pair hopping. It says that their Hartree minus exchange energy is (U′ − J)/2 · (N² − Tr n²), where n is the occupation matrix and N = Tr n. Here n may be any real square matrix; neither symmetry nor bounds on its eigenvalues are assumed. The attempt uses `interaction_contract` to reduce the fourfold sum to direct, exchange and pair-hopping double sums, removes the last by cancellation, and matches the others to the traces with `ring`.

As first written in Lean, the proof fails:

```lean
import Mathlib

open Matrix

namespace SameSpinEnergyEq

noncomputable section

variable {ι : Type*} [Fintype ι] [DecidableEq ι]

/-- The Kronecker delta of two orbital labels. -/
def delta (a b : ι) : ℝ := if a = b then 1 else 0

/-- The multi-orbital interaction `U_abcd` with inter-orbital repulsion `U'` and a single
constant `J` for exchange and pair hopping. -/
def interaction (U' J : ℝ) (a b c d : ι) : ℝ :=
  U' * (delta a c * delta b d) + J * (delta a d * delta b c) + J * (delta a b * delta c d)

/-- The Liechtenstein energy of electrons of one spin with occupation matrix `n`:
Hartree minus exchange. -/
def sameSpinEnergy (V : ι → ι → ι → ι → ℝ) (n : Matrix ι ι ℝ) : ℝ :=
  1 / 2 * ∑ a, ∑ b, ∑ c, ∑ d, V a b c d * (n a c * n b d - n a d * n b c)

/-- Contracting the interaction with any four-index quantity leaves a direct, an exchange and a
pair-hopping double sum. -/
theorem interaction_contract (U' J : ℝ) (F : ι → ι → ι → ι → ℝ) :
    ∑ a, ∑ b, ∑ c, ∑ d, interaction U' J a b c d * F a b c d =
      U' * ∑ a, ∑ b, F a b a b + J * ∑ a, ∑ b, F a b b a + J * ∑ a, ∑ c, F a a c c := by
  -- direct part: c = a and d = b
  have h1 : ∀ a b, ∑ c, ∑ d, U' * (delta a c * delta b d) * F a b c d = U' * F a b a b := by
    intro a b
    rw [Fintype.sum_eq_single a]
    · rw [Fintype.sum_eq_single b]
      · simp [delta]
      · intro d hd
        simp [delta, hd.symm]
    · intro c hc
      simp [delta, hc.symm]
  -- exchange part: c = b and d = a
  have h2 : ∀ a b, ∑ c, ∑ d, J * (delta a d * delta b c) * F a b c d = J * F a b b a := by
    intro a b
    rw [Fintype.sum_eq_single b]
    · rw [Fintype.sum_eq_single a]
      · simp [delta]
      · intro d hd
        simp [delta, hd.symm]
    · intro c hc
      simp [delta, hc.symm]
  -- pair hopping: b = a and d = c
  have h3 : ∀ a, ∑ b, ∑ c, ∑ d, J * (delta a b * delta c d) * F a b c d
      = J * ∑ c, F a a c c := by
    intro a
    rw [Fintype.sum_eq_single a]
    · rw [Finset.mul_sum]
      refine Finset.sum_congr rfl fun c _ => ?_
      rw [Fintype.sum_eq_single c]
      · simp [delta]
      · intro d hd
        simp [delta, hd.symm]
    · intro b hb
      simp [delta, hb.symm]
  simp only [interaction, add_mul, Finset.sum_add_distrib, h1, h2, h3, Finset.mul_sum]

/-- For electrons of one spin the energy of the two-parameter `interaction U' J` is
`(U' - J)/2 · (N² - Tr n²)`, where `N = Tr n`. -/
theorem sameSpinEnergy_eq (U' J : ℝ) (n : Matrix ι ι ℝ) :
    sameSpinEnergy (interaction U' J) n =
      (U' - J) / 2 * (n.trace ^ 2 - (n * n).trace) := by
  have hN : n.trace ^ 2 = ∑ a, ∑ b, n a a * n b b := by
    simp only [Matrix.trace, Matrix.diag_apply, sq, Finset.sum_mul_sum]
  have hT : (n * n).trace = ∑ a, ∑ b, n a b * n b a := by
    simp only [Matrix.trace, Matrix.diag_apply, Matrix.mul_apply]
  have h := interaction_contract U' J (fun a b c d => n a c * n b d - n a d * n b c)
  -- the pair-hopping sum cancels between Hartree and exchange
  simp only [Finset.sum_sub_distrib, sub_self] at h
  unfold sameSpinEnergy
  rw [h, hN, hT]
  ring

end

end SameSpinEnergyEq
```

Compiling this gives:

```
Try this:
  [apply] ring_nf
  
  The `ring` tactic failed to close the goal. Use `ring_nf` to obtain a normal form.
    
  Note that `ring` works primarily in *commutative* rings. If you have a noncommutative ring, abelian group or module, consider using `noncomm_ring`, `abel` or `module` instead.
Main.lean:68:54: error: unsolved goals
ι : Type u_1
inst✝¹ : Fintype ι
inst✝ : DecidableEq ι
U' J : ℝ
n : Matrix ι ι ℝ
hN : n.trace ^ 2 = ∑ a, ∑ b, n a a * n b b
hT : (n * n).trace = ∑ a, ∑ b, n a b * n b a
h :
  ∑ a, ∑ b, ∑ c, ∑ d, interaction U' J a b c d * (n a c * n b d - n a d * n b c) =
    U' * (∑ x, ∑ x_1, n x x * n x_1 x_1 - ∑ x, ∑ x_1, n x x_1 * n x_1 x) +
        J * (∑ x, ∑ x_1, n x x_1 * n x_1 x - ∑ x, ∑ x_1, n x x * n x_1 x_1) +
      J * ∑ x, ∑ x, 0
⊢ (U' * ∑ x, ∑ x_1, n x x * n x_1 x_1) * (1 / 2) + (U' * ∑ x, ∑ x_1, n x x_1 * n x_1 x) * (-1 / 2) +
          (∑ x, ∑ x_1, n x x * n x_1 x_1) * J * (-1 / 2) +
        (∑ x, ∑ x_1, n x x_1 * n x_1 x) * J * (1 / 2) +
      (J * ∑ x, ∑ x, 0) * (1 / 2) =
    (U' * ∑ x, ∑ x_1, n x x * n x_1 x_1) * (1 / 2) + (U' * ∑ x, ∑ x_1, n x x_1 * n x_1 x) * (-1 / 2) +
        (∑ x, ∑ x_1, n x x * n x_1 x_1) * J * (-1 / 2) +
      (∑ x, ∑ x_1, n x x_1 * n x_1 x) * J * (1 / 2)
```

Diagnosis. The error reports that the goal of `sameSpinEnergy_eq` is still open after `ring`; the "Try this" message says that `ring` failed to close it and offers `ring_nf` for a normal form. The two sides left in the goal differ only by the term `(J * ∑ x, ∑ x, 0) * (1 / 2)`.

This is what remains of pair hopping. In `h`, `sub_self` has turned each summand into `0`, but the `simp only` list has no lemma that evaluates a sum of zeros. `ring` does not do so either: it treats the sum as an opaque quantity, so it cannot drop the term.

The repair adds `Finset.sum_const_zero`, which turns the inner sum and then the outer one into `0`. The added `mul_zero` and `add_zero` then remove `J * 0` and the addition of zero from `h`. These two are mere tidying, since `ring` can do that arithmetic itself. With the sum of zeros gone, the two sides agree and `ring` closes the goal.

The mended proof, as a diff:

```diff
@@ -73,5 +73,5 @@
   have h := interaction_contract U' J (fun a b c d => n a c * n b d - n a d * n b c)
   -- the pair-hopping sum cancels between Hartree and exchange
-  simp only [Finset.sum_sub_distrib, sub_self] at h
+  simp only [Finset.sum_sub_distrib, sub_self, Finset.sum_const_zero, mul_zero, add_zero] at h
   unfold sameSpinEnergy
   rw [h, hN, hT]
```
